# Keeping only the first k weights in U diag(s) Vᵀ leaves a matrix of rank at most k

For real n × n matrices U and V and a list s of n real weights, the theorem says that setting all but the first k weights to zero makes the rank of U diag(s) Vᵀ at most k. If the matrix is read as the real coefficients of a state of two n-level systems, not necessarily normalised, this bounds the state's Schmidt rank. U and V need not be orthogonal, nor the weights non-negative or ordered, and nothing is said about how good the truncation is as an approximation. The proof bounds the rank by that of the diagonal factor, which is the number of non-zero weights left, and then counts these by mapping their positions injectively into `Fin k`.

In Lean, a first try:

```lean
import Mathlib

open Matrix

namespace EckartYoung

noncomputable section

variable {n : ℕ}

/-- The matrix `U diag(s) Vᵀ` assembled from singular vectors and singular values. -/
def assemble (U V : Matrix (Fin n) (Fin n) ℝ) (s : Fin n → ℝ) : Matrix (Fin n) (Fin n) ℝ :=
  U * diagonal s * Vᵀ

/-- The singular values with all but the first `k` set to zero. -/
def truncate (s : Fin n → ℝ) (k : ℕ) : Fin n → ℝ := fun i => if (i : ℕ) < k then s i else 0

/-- Keeping only the first `k` singular values gives a matrix of rank at most `k`. -/
theorem rank_truncated (U V : Matrix (Fin n) (Fin n) ℝ) (s : Fin n → ℝ) (k : ℕ) :
    (assemble U V (truncate s k)).rank ≤ k := by
  refine ((Matrix.rank_mul_le_left _ _).trans (Matrix.rank_mul_le_right _ _)).trans ?_
  rw [Matrix.rank_diagonal]
  have hlt : ∀ i : {i // truncate s k i ≠ 0}, (i.1 : ℕ) < k := by
    intro i
    by_contra h
    exact i.2 (if_neg h)
  have hcard := Fintype.card_le_of_injective
    (fun i : {i // truncate s k i ≠ 0} => (⟨(i.1 : ℕ), hlt i⟩ : Fin k))
    (fun i j hij => Subtype.ext (Fin.ext (congrArg Fin.val hij)))
  simpa only [Fintype.card_fin] using hcard

end

end EckartYoung
```

The compiler's answer:

```
Main.lean:29:59: error: Application type mismatch: The argument
  hij
has type
  (fun i => ⟨↑↑i, ⋯⟩) i = (fun i => ⟨↑↑i, ⋯⟩) j
but is expected to have type
  ↑i = ↑j
in the application
  congrArg Fin.val hij
```

Fix (accepted with no message):

```diff
@@ -27,5 +27,7 @@
   have hcard := Fintype.card_le_of_injective
     (fun i : {i // truncate s k i ≠ 0} => (⟨(i.1 : ℕ), hlt i⟩ : Fin k))
-    (fun i j hij => Subtype.ext (Fin.ext (congrArg Fin.val hij)))
+    (fun i j hij => by
+      have h := congrArg Fin.val hij
+      exact Subtype.ext (Fin.ext h))
   simpa only [Fintype.card_fin] using hcard
 
```

The error is in the proof that this map is injective. There `hij` says that `i` and `j` have equal images in `Fin k`, and `Fin.ext` needs the natural numbers `↑↑i` and `↑↑j` to be equal. Because that goal is already known when Lean elaborates `congrArg Fin.val hij`, Lean matches `Fin.val` against it first and takes the arguments to be `↑i` and `↑j`, which are elements of `Fin n`. It then expects `hij` to be the equation `↑i = ↑j` in `Fin n`, but `hij` is an equation in `Fin k`, hence the mismatch.

The repair states `have h := congrArg Fin.val hij` with no expected type, so the arguments are read off from `hij` itself. The resulting `h` equates the values of the two images, and these reduce by computation to `↑↑i` and `↑↑j`, so `Fin.ext h` is accepted. The move to a `by` block only makes room for the `have`.
